# A sufficient condition for geometric convergence of the Car–Parrinello orthonormality iteration

## One orbital, one number

Take a normalised orbital \(\varphi_0\) and suppose that a time step without constraint forces has produced \(\varphi=\varphi_0+\eta\), where \(\eta\perp\varphi_0\) and \(\|\eta\|^2=0.19\). The new orbital is too long: \(\langle\varphi|\varphi\rangle=1.19\). We correct it along the old one, to \(\varphi+x\varphi_0\) with real \(x\). Normalisation requires

\[
(1+x)^2+0.19=1,\qquad\text{that is,}\qquad x=-\tfrac12(0.19+x^2).
\]

Using the right-hand side as an update rule and starting from \(0\), we get

\[
0,\quad -0.095,\quad -0.0995125,\quad -0.0999514,\ \ldots
\]

The limit is \(x=-0.1\). On the interval \(|x|\le 0.1\) the update shrinks distances by at least a factor of ten, because \(\tfrac12|x^2-y^2|\le 0.1\,|x-y|\). The quadratic has a second root, \(x=-1.9\), which also normalises the orbital but nearly reverses its component along \(\varphi_0\). A uniqueness statement therefore has to be local.

## Several orbitals and their overlaps

In Car–Parrinello dynamics the orbitals are propagated together, and constraint forces keep them orthonormal. Let the columns of \(\Phi_0\) be the old orbitals, with \(\Phi_0^\dagger\Phi_0=1\), and let \(\Phi\) hold the new orbitals before the constraint forces act. If every orbital and every basis function has the same fictitious mass, the corrected orbitals are \(\Phi+\Phi_0X\), where the Hermitian matrix \(X\) contains the Lagrange multipliers with the time-step and fictitious-mass factors absorbed.

Define the overlaps \(A=\Phi^\dagger\Phi\) and \(B=\Phi_0^\dagger\Phi\). Since \(X^\dagger=X\),

\[
(\Phi+\Phi_0X)^\dagger(\Phi+\Phi_0X)
=A+XB+B^\dagger X+X^2 .
\]

Orthonormality is thus the quadratic matrix equation

\[
A+XB+B^\dagger X+X^2=1,
\]

and the update to be iterated is

\[
T(X)=\tfrac12\bigl(1-A+X(1-B)+(1-B)^\dagger X-X^2\bigr).
\]

## Why the iteration converges

Write \(a=\|1-A\|\) and \(b=\|1-B\|\) in the operator norm, and let \(r\ge0\) satisfy

\[
b+r<1,\qquad \frac a2+br+\frac{r^2}{2}\le r .
\]

**Fixed points.** Expanding the products with \(1-B\) gives

\[
T(X)-X=\tfrac12\bigl(1-A-XB-B^\dagger X-X^2\bigr),
\]

so \(T(X)=X\) exactly when \(X\) solves the constraint equation.

**Hermiticity.** If \(A\) and \(X\) are Hermitian, taking the adjoint of \(T(X)\) exchanges the two terms containing \(B\) and leaves the others alone.

**The ball is preserved.** If \(\|X\|\le r\), then \(\|T(X)\|\le\tfrac12(a+2br+r^2)\le r\).

**Contraction.** The matrices need not commute, but \(X^2-Y^2=X(X-Y)+(X-Y)Y\) always holds. Hence, for \(X,Y\) in the ball,

\[
\|T(X)-T(Y)\|\le\tfrac12(2b+2r)\|X-Y\|=q\,\|X-Y\|,\qquad q=b+r<1 .
\]

**The limit.** Let \(X_0=0\) and \(X_{n+1}=T(X_n)\). All iterates are Hermitian and lie in the ball, and \(\|X_1-X_0\|\le r\). By contraction \(\|X_{n+1}-X_n\|\le q^n r\). These bounds have a finite sum, so the sequence is Cauchy and has a limit \(X\). Continuity of \(T\) gives \(T(X)=X\); the bound \(\|X\|\le r\) and Hermiticity survive the limit. Another solution \(Y\) in the ball would satisfy \(\|Y-X\|\le q\|Y-X\|\), which forces \(Y=X\). Finally,

\[
\|X_n-X\|\le q^n\|X_0-X\|\le q^n r .
\]

**Choosing the radius.** The second condition on \(r\) reads \(r^2-2(1-b)r+a\le0\). If \(b<1\) and \(a<(1-b)^2\), the smaller root

\[
r=1-b-\sqrt{(1-b)^2-a}
\]

is admissible, with \(b+r=1-\sqrt{(1-b)^2-a}<1\). The one-orbital example has \(a=0.19\), \(b=0\) and \(r=q=0.1\).

## What the theorems say

`constraint_iteration_converges` works in a complete normed real algebra `R` with a star operation. `NormedStarGroup` makes the star isometric, and multiplication need not commute. `ConstraintEq A B X` is the quadratic equation and `step A B` is \(T\). For self-adjoint `A` and an `r` as above, there is a self-adjoint solution `X` with `‖X‖ ≤ r`. It is unique among all elements of the closed ball, self-adjoint or not, and `(step A B)^[n] 0`, the \(n\)-th iterate from zero, differs from it by at most `(‖1 - B‖ + r) ^ n * r`.

`admissible_radius` is the statement about real numbers that supplies the explicit radius.

The other two results concern complex matrices whose row index `m` labels basis functions and whose column index `n` labels orbitals. `corrected_orthonormal_iff` identifies orthonormality of the corrected orbitals with `ConstraintEq`, for Hermitian `X`. `existsUnique_orbital_correction` concludes that exactly one Hermitian `X` of operator norm at most `r` restores orthonormality. Here uniqueness is among Hermitian matrices, since the translation into the quadratic equation uses Hermiticity.

The product `Φ₀ᴴ * Φ₀` is the orbital overlap in an orthonormal basis; a generalised overlap operator, as used with ultrasoft pseudopotentials, would change the equation. The norm bounds are assumed and not derived from an integrator. With the explicit radius above, they hold when the unconstrained step has moved the orbitals sufficiently little, as happens for a sufficiently short time step; they also allow moderate displacements, such as \(\|\eta\|\approx0.44\) in the one-orbital example. For simulation practice, the result gives a test on two overlap matrices that guarantees convergence of a single constraint solve in a finite basis without rounding; it says nothing about the accuracy of the trajectory.

## The Lean file

```lean
import Mathlib

open Matrix Filter Topology

namespace CarParrinelloConstraint

/-- The orthonormality equation `A + X B + B* X + X² = 1` for the multiplier `X`. -/
def ConstraintEq {R : Type*} [Ring R] [StarRing R] (A B X : R) : Prop :=
  A + X * B + star B * X + X * X = 1

section Iteration

variable {R : Type*} [NormedRing R] [NormedAlgebra ℝ R] [StarRing R]

/-- One update of the multiplier,
`X ↦ (1 - A + X (1 - B) + (1 - B)* X - X²) / 2`. -/
noncomputable def step (A B X : R) : R :=
  (1 / 2 : ℝ) • (1 - A + X * (1 - B) + star (1 - B) * X - X * X)

/-- A multiplier is left unchanged by the update exactly when it solves the
orthonormality equation. -/
theorem step_eq_self_iff (A B X : R) : step A B X = X ↔ ConstraintEq A B X := by
  have key : step A B X - X
      = (1 / 2 : ℝ) • (1 - (A + X * B + star B * X + X * X)) := by
    have h : 1 - A + X * (1 - B) + (1 - star B) * X - X * X
        = (1 - (A + X * B + star B * X + X * X)) + (X + X) := by noncomm_ring
    rw [step, star_sub, star_one, h]
    module
  constructor
  · intro h
    rw [h, sub_self] at key
    have h2 := (smul_eq_zero.mp key.symm).resolve_left (by norm_num)
    exact (sub_eq_zero.mp h2).symm
  · intro h
    unfold ConstraintEq at h
    rw [h, sub_self, smul_zero] at key
    exact sub_eq_zero.mp key

/-- For self-adjoint `A`, the update takes self-adjoint multipliers to self-adjoint ones. -/
theorem step_isSelfAdjoint {A X : R} (B : R) (hA : IsSelfAdjoint A)
    (hX : IsSelfAdjoint X) : IsSelfAdjoint (step A B X) := by
  -- the star is additive, hence commutes with halving
  have hs : ∀ Z : R, star ((1 / 2 : ℝ) • Z) = (1 / 2 : ℝ) • star Z := by
    intro Z
    have h : star ((1 / 2 : ℝ) • Z) + star ((1 / 2 : ℝ) • Z) = star Z := by
      rw [← star_add]
      congr 1
      module
    rw [← h]
    module
  rw [isSelfAdjoint_iff]
  unfold step
  rw [hs]
  congr 1
  simp only [star_sub, star_add, star_mul, star_one, star_star, hA.star_eq, hX.star_eq]
  abel

variable [NormedStarGroup R]

/-- If `‖1 - A‖/2 + ‖1 - B‖ r + r²/2 ≤ r` with `r ≥ 0`, the update maps the closed ball of
radius `r` into itself. -/
theorem norm_step_le {A B X : R} {r : ℝ} (hr : 0 ≤ r)
    (hball : ‖1 - A‖ / 2 + ‖1 - B‖ * r + r ^ 2 / 2 ≤ r) (hX : ‖X‖ ≤ r) :
    ‖step A B X‖ ≤ r := by
  have h1 : ‖X * (1 - B)‖ ≤ r * ‖1 - B‖ :=
    (norm_mul_le _ _).trans (mul_le_mul_of_nonneg_right hX (norm_nonneg _))
  have h2 : ‖star (1 - B) * X‖ ≤ ‖1 - B‖ * r := by
    refine (norm_mul_le _ _).trans ?_
    rw [norm_star]
    exact mul_le_mul_of_nonneg_left hX (norm_nonneg _)
  have h3 : ‖X * X‖ ≤ r * r :=
    (norm_mul_le _ _).trans (mul_le_mul hX hX (norm_nonneg _) hr)
  have t1 := norm_sub_le (1 - A + X * (1 - B) + star (1 - B) * X) (X * X)
  have t2 := norm_add_le (1 - A + X * (1 - B)) (star (1 - B) * X)
  have t3 := norm_add_le (1 - A) (X * (1 - B))
  rw [step, norm_smul, Real.norm_of_nonneg (by norm_num)]
  nlinarith

/-- For two points of the closed ball of radius `r`, the distance between their updates is at most
`‖1 - B‖ + r` times the distance between the points. -/
theorem norm_step_sub_le (A B : R) {X Y : R} {r : ℝ} (hX : ‖X‖ ≤ r) (hY : ‖Y‖ ≤ r) :
    ‖step A B X - step A B Y‖ ≤ (‖1 - B‖ + r) * ‖X - Y‖ := by
  have key : step A B X - step A B Y = (1 / 2 : ℝ) •
      ((X - Y) * (1 - B) + star (1 - B) * (X - Y) - (X * (X - Y) + (X - Y) * Y)) := by
    unfold step
    rw [← smul_sub]
    congr 1
    generalize star (1 - B) = D
    noncomm_ring
  have h1 := norm_mul_le (X - Y) (1 - B)
  have h2 : ‖star (1 - B) * (X - Y)‖ ≤ ‖1 - B‖ * ‖X - Y‖ :=
    (norm_mul_le _ _).trans_eq (by rw [norm_star])
  have h3 : ‖X * (X - Y)‖ ≤ r * ‖X - Y‖ :=
    (norm_mul_le _ _).trans (mul_le_mul_of_nonneg_right hX (norm_nonneg _))
  have h4 : ‖(X - Y) * Y‖ ≤ ‖X - Y‖ * r :=
    (norm_mul_le _ _).trans (mul_le_mul_of_nonneg_left hY (norm_nonneg _))
  have t1 := norm_sub_le ((X - Y) * (1 - B) + star (1 - B) * (X - Y))
    (X * (X - Y) + (X - Y) * Y)
  have t2 := norm_add_le ((X - Y) * (1 - B)) (star (1 - B) * (X - Y))
  have t3 := norm_add_le (X * (X - Y)) ((X - Y) * Y)
  rw [key, norm_smul, Real.norm_of_nonneg (by norm_num)]
  nlinarith

/-- Let `R` be complete, `A` self-adjoint, `r ≥ 0`, `‖1 - B‖ + r < 1` and
`‖1 - A‖/2 + ‖1 - B‖ r + r²/2 ≤ r`. Then the orthonormality equation has exactly one solution in the
closed ball of radius `r`; it is self-adjoint, and the iteration started from zero approaches it
with error at most `(‖1 - B‖ + r)ⁿ r` after `n` updates. -/
theorem constraint_iteration_converges [CompleteSpace R] {A B : R} {r : ℝ}
    (hA : IsSelfAdjoint A) (hr : 0 ≤ r) (hq : ‖1 - B‖ + r < 1)
    (hball : ‖1 - A‖ / 2 + ‖1 - B‖ * r + r ^ 2 / 2 ≤ r) :
    ∃ X : R, IsSelfAdjoint X ∧ ‖X‖ ≤ r ∧ ConstraintEq A B X ∧
      (∀ Y : R, ‖Y‖ ≤ r → ConstraintEq A B Y → Y = X) ∧
      ∀ n : ℕ, ‖(step A B)^[n] 0 - X‖ ≤ (‖1 - B‖ + r) ^ n * r := by
  have hq0 : 0 ≤ ‖1 - B‖ + r := add_nonneg (norm_nonneg _) hr
  obtain ⟨x, hx⟩ : ∃ x : ℕ → R, ∀ n, x n = (step A B)^[n] 0 := ⟨_, fun _ => rfl⟩
  have hx0 : x 0 = 0 := by rw [hx]; rfl
  have hxs : ∀ n, x (n + 1) = step A B (x n) := fun n => by
    rw [hx, hx, Function.iterate_succ_apply']
  have hb : ∀ n, ‖x n‖ ≤ r := by
    intro n
    induction n with
    | zero => rw [hx0, norm_zero]; exact hr
    | succ n ih => rw [hxs]; exact norm_step_le hr hball ih
  have hsa : ∀ n, star (x n) = x n := by
    intro n
    induction n with
    | zero => rw [hx0, star_zero]
    | succ n ih => rw [hxs]; exact step_isSelfAdjoint B hA ih
  -- successive iterates approach each other geometrically
  have hd : ∀ n, dist (x n) (x (n + 1)) ≤ r * (‖1 - B‖ + r) ^ n := by
    intro n
    induction n with
    | zero =>
      rw [hx0, dist_zero_left, pow_zero, mul_one]
      exact hb _
    | succ n ih =>
      rw [dist_eq_norm] at ih
      calc dist (x (n + 1)) (x (n + 1 + 1))
          = ‖step A B (x n) - step A B (x (n + 1))‖ := by
            rw [dist_eq_norm, ← hxs n, ← hxs (n + 1)]
        _ ≤ (‖1 - B‖ + r) * ‖x n - x (n + 1)‖ := norm_step_sub_le A B (hb _) (hb _)
        _ ≤ (‖1 - B‖ + r) * (r * (‖1 - B‖ + r) ^ n) := mul_le_mul_of_nonneg_left ih hq0
        _ = r * (‖1 - B‖ + r) ^ (n + 1) := by ring
  obtain ⟨X, hX⟩ := cauchySeq_tendsto_of_complete (cauchySeq_of_le_geometric _ _ hq hd)
  have hXr : ‖X‖ ≤ r := le_of_tendsto' hX.norm hb
  have hXs : star X = X := by
    have h1 := hX.star
    simp only [hsa] at h1
    exact tendsto_nhds_unique h1 hX
  -- the limit is a fixed point by continuity
  have hfix : step A B X = X := by
    have hc : Continuous (step A B) := by
      unfold step
      fun_prop
    have h1 : Tendsto (fun n => x (n + 1)) atTop (𝓝 (step A B X)) :=
      ((hc.tendsto X).comp hX).congr (fun n => (hxs n).symm)
    exact tendsto_nhds_unique h1 (hX.comp (tendsto_add_atTop_nat 1))
  refine ⟨X, hXs, hXr, (step_eq_self_iff A B X).mp hfix, ?_, ?_⟩
  · intro Y hY hYeq
    have h := norm_step_sub_le A B hY hXr
    rw [(step_eq_self_iff A B Y).mpr hYeq, hfix] at h
    have h0 : ‖Y - X‖ ≤ 0 := by
      by_contra hn
      nlinarith [mul_pos (sub_pos.mpr hq) (not_le.mp hn)]
    exact sub_eq_zero.mp (norm_le_zero_iff.mp h0)
  · intro n
    rw [← hx]
    induction n with
    | zero => rw [hx0, zero_sub, norm_neg, pow_zero, one_mul]; exact hXr
    | succ n ih =>
      have h := norm_step_sub_le A B (hb n) hXr
      rw [← hxs, hfix] at h
      calc ‖x (n + 1) - X‖ ≤ (‖1 - B‖ + r) * ‖x n - X‖ := h
        _ ≤ (‖1 - B‖ + r) * ((‖1 - B‖ + r) ^ n * r) := mul_le_mul_of_nonneg_left ih hq0
        _ = (‖1 - B‖ + r) ^ (n + 1) * r := by ring

end Iteration

/-- If `a ≥ 0`, `b < 1` and `a < (1 - b)²`, the radius `r = 1 - b - √((1 - b)² - a)` satisfies
`r ≥ 0`, `b + r < 1` and `a/2 + b r + r²/2 = r`. -/
theorem admissible_radius {a b r : ℝ} (ha : 0 ≤ a) (hb : b < 1) (hab : a < (1 - b) ^ 2)
    (hr : r = 1 - b - √((1 - b) ^ 2 - a)) :
    0 ≤ r ∧ b + r < 1 ∧ a / 2 + b * r + r ^ 2 / 2 = r := by
  have hpos : 0 < √((1 - b) ^ 2 - a) := Real.sqrt_pos.mpr (by linarith)
  have hsq : √((1 - b) ^ 2 - a) ^ 2 = (1 - b) ^ 2 - a := Real.sq_sqrt (by linarith)
  have hle : √((1 - b) ^ 2 - a) ≤ 1 - b :=
    Real.sqrt_le_iff.mpr ⟨by linarith, by linarith⟩
  refine ⟨by linarith, by linarith, ?_⟩
  rw [hr]
  linear_combination (1 / 2) * hsq

variable {m n : Type*} [Fintype m] [Fintype n] [DecidableEq n]

/-- Let the columns of `Φ₀` be orthonormal old orbitals and `X` a Hermitian multiplier. The
corrected orbitals `Φ + Φ₀ X` are orthonormal exactly when `X` solves the orthonormality
equation with overlaps `A = Φᴴ Φ` and `B = Φ₀ᴴ Φ`. -/
theorem corrected_orthonormal_iff {Φ₀ : Matrix m n ℂ} (Φ : Matrix m n ℂ) {X : Matrix n n ℂ}
    (h0 : Φ₀ᴴ * Φ₀ = 1) (hX : X.IsHermitian) :
    (Φ + Φ₀ * X)ᴴ * (Φ + Φ₀ * X) = 1 ↔ ConstraintEq (Φᴴ * Φ) (Φ₀ᴴ * Φ) X := by
  have h1 : Φ₀ᴴ * (Φ₀ * X) = X := by rw [← Matrix.mul_assoc, h0, Matrix.one_mul]
  have h2 : (Φ + Φ₀ * X)ᴴ * (Φ + Φ₀ * X)
      = Φᴴ * Φ + X * (Φ₀ᴴ * Φ) + star (Φ₀ᴴ * Φ) * X + X * X := by
    simp only [Matrix.star_eq_conjTranspose, conjTranspose_add, conjTranspose_mul,
      conjTranspose_conjTranspose, hX.eq, Matrix.add_mul, Matrix.mul_add, Matrix.mul_assoc, h1]
    abel
  unfold ConstraintEq
  rw [h2]

open scoped Matrix.Norms.L2Operator in
/-- Let the old orbitals `Φ₀` be orthonormal and let the overlaps `A = Φᴴ Φ`, `B = Φ₀ᴴ Φ` satisfy
`‖1 - B‖ + r < 1` and `‖1 - A‖/2 + ‖1 - B‖ r + r²/2 ≤ r` in the operator norm, with `r ≥ 0`.
Then exactly one Hermitian `X` of norm at most `r` makes `Φ + Φ₀ X` orthonormal. -/
theorem existsUnique_orbital_correction {Φ₀ Φ : Matrix m n ℂ} {r : ℝ}
    (h0 : Φ₀ᴴ * Φ₀ = 1) (hr : 0 ≤ r) (hq : ‖1 - Φ₀ᴴ * Φ‖ + r < 1)
    (hball : ‖1 - Φᴴ * Φ‖ / 2 + ‖1 - Φ₀ᴴ * Φ‖ * r + r ^ 2 / 2 ≤ r) :
    ∃! X : Matrix n n ℂ, X.IsHermitian ∧ ‖X‖ ≤ r ∧
      (Φ + Φ₀ * X)ᴴ * (Φ + Φ₀ * X) = 1 := by
  have : CompleteSpace (Matrix n n ℂ) := FiniteDimensional.complete ℂ _
  have hA : IsSelfAdjoint (Φᴴ * Φ) := Matrix.isHermitian_conjTranspose_mul_self Φ
  obtain ⟨X, hXs, hXr, hXe, huniq, -⟩ := constraint_iteration_converges hA hr hq hball
  refine ⟨X, ⟨hXs, hXr, (corrected_orthonormal_iff Φ h0 hXs).mpr hXe⟩, ?_⟩
  rintro Y ⟨hYs, hYr, hYe⟩
  exact huniq Y hYr ((corrected_orthonormal_iff Φ h0 hYs).mp hYe)

end CarParrinelloConstraint
```

```lean
#print axioms CarParrinelloConstraint.constraint_iteration_converges
#print axioms CarParrinelloConstraint.admissible_radius
#print axioms CarParrinelloConstraint.existsUnique_orbital_correction
```

```
'CarParrinelloConstraint.constraint_iteration_converges' depends on axioms: [propext, Classical.choice, Quot.sound]
'CarParrinelloConstraint.admissible_radius' depends on axioms: [propext, Classical.choice, Quot.sound]
'CarParrinelloConstraint.existsUnique_orbital_correction' depends on axioms: [propext, Classical.choice, Quot.sound]
```

## From the estimates to the Lean proof

`step_eq_self_iff` first establishes the formula for \(T(X)-X\) as `key`. The tactic `noncomm_ring` expands the products without exchanging factors, and `module` handles the factor one half. Both directions of the equivalence then follow by setting one side of `key` to zero.

`step_isSelfAdjoint` needs the star to commute with halving, which is not among the assumptions on `R`. The auxiliary statement `hs` derives it from additivity: two copies of \((Z/2)^*\) add up to \(Z^*\). After that, the simplifier applies the star to each term and `abel` reorders the sum.

`norm_step_le` and `norm_step_sub_le` are the ball and contraction estimates. In each, the hypotheses `h1`, `h2` and so on bound individual products, `t1` to `t3` are triangle inequalities, and `nlinarith` combines them. The factorisation of \(X^2-Y^2\) is contained in the `key` identity of the second lemma.

In `constraint_iteration_converges`, the sequence `x` is the iteration from zero. Three inductions give the norm bound `hb`, self-adjointness `hsa` and the geometric bound `hd` on successive distances. Then `cauchySeq_of_le_geometric` and completeness produce the limit. To obtain `hfix`, the proof observes that the shifted sequence tends both to `step A B X` and to `X`, so the two are equal. The contraction estimate is used twice more: against a competing solution `Y`, for uniqueness, and against the iterates in a last induction, for the error bound.

For `admissible_radius`, the square of the square root is recorded as `hsq`, and half of that identity yields the required equation for \(r\).

The matrix part begins with the expansion of the corrected overlap, `h2` in `corrected_orthonormal_iff`, where `h1` uses orthonormality of the old orbitals to reduce \(\Phi_0^\dagger\Phi_0X\) to \(X\). In `existsUnique_orbital_correction`, finite dimension supplies completeness and \(\Phi^\dagger\Phi\) is Hermitian by construction. The general theorem then gives the solution, and the equivalence carries both existence and uniqueness back to the orbitals.
